# A half-step shift removes the logarithm from the mesh error of the kernel −ln q

In a calculation on a polymer with Hartree–Fock or an unscreened hybrid functional, the exchange integral over the wavevector difference $q$ can be approximated by a mean over a uniform mesh, and the error then depends on where the mesh lies relative to the logarithmic singularity at $q=0$. For the model kernel $-\ln q$ on $(0,1]$, $N$ times the error of an $N$-point mean grows like $\tfrac12\ln N$ if the points are $1/N, 2/N, \dots, 1$, and tends to $\tfrac12\ln 2$ if they are all moved down by half a step.

```lean
import Mathlib

open Filter Topology

namespace PolymerExchangeMesh

noncomputable section

/-- The logarithmic polymer kernel `-ln q`, for `q > 0`. -/
def kernel (q : ℝ) : ℝ := -Real.log q

/-- The average of the kernel over the `N ≥ 1` mesh points `(j + a) / N`, `j = 0, …, N - 1`,
with offset `a > 0`. -/
def meshAverage (a : ℝ) (N : ℕ) : ℝ :=
  (∑ j ∈ Finset.range N, kernel (((j : ℝ) + a) / N)) / N

/-- The number of mesh points times the error of the mesh average, taken as the exact integral of
the kernel over the unit interval minus the average; here `a > 0` and `N ≥ 1`. -/
def scaledError (a : ℝ) (N : ℕ) : ℝ :=
  N * ((∫ q in (0 : ℝ)..1, kernel q) - meshAverage a N)

/-- The singularity of the kernel is integrable: its integral over the unit interval is `1`. -/
theorem kernel_integral : ∫ q in (0 : ℝ)..1, kernel q = 1 := by
  simp only [kernel, intervalIntegral.integral_neg, integral_log]
  norm_num

/-- For a positive offset and at least one mesh point, the scaled error is a sum of logarithms
of the shifted integers, compared with `N ln N - N`. -/
theorem scaledError_eq {a : ℝ} (ha : 0 < a) {N : ℕ} (hN : N ≠ 0) :
    scaledError a N =
      N + ∑ j ∈ Finset.range N, Real.log ((j : ℝ) + a) - N * Real.log N := by
  have hN' : (N : ℝ) ≠ 0 := Nat.cast_ne_zero.mpr hN
  have h : ∀ j ∈ Finset.range N,
      kernel (((j : ℝ) + a) / N) = Real.log N - Real.log ((j : ℝ) + a) := by
    intro j _
    have hj : (j : ℝ) + a ≠ 0 := by positivity
    rw [kernel, Real.log_div hj hN']
    ring
  have hc : ∀ S : ℝ, (N : ℝ) * (S / N) = S := fun S => by field_simp
  rw [scaledError, kernel_integral, meshAverage, mul_sub, hc, Finset.sum_congr rfl h,
    Finset.sum_sub_distrib, Finset.sum_const, Finset.card_range, nsmul_eq_mul]
  ring

/-- Stirling's formula in logarithmic form: `ln N! + N - N ln N - (1/2) ln (2 π N)` tends to
zero. -/
theorem log_stirling :
    Tendsto (fun N : ℕ => Real.log (Nat.factorial N : ℝ) + N - N * Real.log N
      - Real.log (2 * Real.pi * N) / 2) atTop (𝓝 0) := by
  have hpi := Real.pi_pos
  have h := (Stirling.tendsto_stirlingSeq_sqrt_pi.log
    (Real.sqrt_pos.mpr hpi).ne').sub_const (Real.log (Real.sqrt Real.pi))
  rw [sub_self] at h
  refine h.congr' ?_
  filter_upwards [eventually_ne_atTop 0] with N hN
  have hN' : (N : ℝ) ≠ 0 := Nat.cast_ne_zero.mpr hN
  rw [Stirling.log_stirlingSeq_formula, Real.log_sqrt hpi.le,
    Real.log_div hN' (Real.exp_ne_zero 1), Real.log_exp,
    Real.log_mul two_ne_zero hN', Real.log_mul (by positivity) hN',
    Real.log_mul two_ne_zero hpi.ne']
  ring

/-- For every offset `a > 0` the scaled error minus `(a - 1/2) ln N` tends to
`(1/2) ln (2 π) - ln Γ(a)`. -/
theorem scaledError_asymptotics {a : ℝ} (ha : 0 < a) :
    Tendsto (fun N : ℕ => scaledError a N - (a - 1 / 2) * Real.log N) atTop
      (𝓝 (Real.log (2 * Real.pi) / 2 - Real.log (Real.Gamma a))) := by
  have hpi := Real.pi_pos
  -- Euler's limit for the Gamma function, and the vanishing end-point correction
  have hG := (Real.GammaSeq_tendsto_Gamma a).log (Real.Gamma_pos_of_pos ha).ne'
  have hE : Tendsto (fun N : ℕ => Real.log (1 + a / (N : ℝ))) atTop (𝓝 0) := by
    have h := ((tendsto_const_div_atTop_nhds_zero_nat a).const_add 1).log (by norm_num)
    simpa using h
  have h := ((log_stirling.add_const (Real.log (2 * Real.pi) / 2)).sub hE).sub hG
  rw [zero_add, sub_zero] at h
  refine h.congr' ?_
  filter_upwards [eventually_ne_atTop 0] with N hN
  have hN' : (N : ℝ) ≠ 0 := Nat.cast_ne_zero.mpr hN
  have hNpos : (0 : ℝ) < N := Nat.cast_pos.mpr (Nat.pos_of_ne_zero hN)
  have hfac : (Nat.factorial N : ℝ) ≠ 0 := Nat.cast_ne_zero.mpr (Nat.factorial_ne_zero N)
  have hprod : ∏ j ∈ Finset.range (N + 1), (a + (j : ℝ)) ≠ 0 :=
    Finset.prod_ne_zero_iff.mpr fun j _ => by positivity
  have hlog : Real.log (∏ j ∈ Finset.range (N + 1), (a + (j : ℝ))) =
      ∑ j ∈ Finset.range (N + 1), Real.log (a + (j : ℝ)) := by
    rw [Real.log_prod]
    intro j _
    exact (by positivity : a + (j : ℝ) ≠ 0)
  have hseq : Real.log (Real.GammaSeq a N) = a * Real.log N + Real.log (Nat.factorial N : ℝ)
      - (∑ j ∈ Finset.range N, Real.log ((j : ℝ) + a) + Real.log (a + N)) := by
    rw [Real.GammaSeq, Real.log_div (mul_ne_zero (Real.rpow_pos_of_pos hNpos a).ne' hfac) hprod,
      Real.log_mul (Real.rpow_pos_of_pos hNpos a).ne' hfac, Real.log_rpow hNpos, hlog,
      Finset.sum_range_succ]
    simp only [add_comm a]
  have hend : Real.log (1 + a / (N : ℝ)) = Real.log (a + N) - Real.log N := by
    rw [← Real.log_div (by positivity) hN']
    congr 1
    field_simp
    ring
  rw [scaledError_eq ha hN, hseq, hend, Real.log_mul (by positivity) hN']
  ring

/-- On the mesh `j / N`, `j = 1, …, N`, the scaled error minus `(1/2) ln (2 π N)` tends to zero;
on the mesh `(j - 1/2) / N` the scaled error itself tends to `(ln 2) / 2`. -/
theorem half_step_shift_removes_log :
    Tendsto (fun N : ℕ => scaledError 1 N - Real.log (2 * Real.pi * N) / 2) atTop (𝓝 0) ∧
    Tendsto (fun N : ℕ => scaledError (1 / 2) N) atTop (𝓝 (Real.log 2 / 2)) := by
  have hpi := Real.pi_pos
  constructor
  · have h := (scaledError_asymptotics one_pos).sub_const (Real.log (2 * Real.pi) / 2)
    rw [Real.Gamma_one, Real.log_one, sub_zero, sub_self] at h
    refine h.congr' ?_
    filter_upwards [eventually_ne_atTop 0] with N hN
    rw [Real.log_mul (by positivity) (Nat.cast_ne_zero.mpr hN)]
    ring
  · have h := scaledError_asymptotics (a := 1 / 2) (by norm_num)
    have hlim : Real.log (2 * Real.pi) / 2 - Real.log (Real.Gamma (1 / 2)) =
        Real.log 2 / 2 := by
      rw [Real.Gamma_one_half_eq, Real.log_sqrt hpi.le, Real.log_mul two_ne_zero hpi.ne']
      ring
    rw [hlim] at h
    exact h.congr fun N => by ring

/-- Among all offsets `a > 0`, the scaled error has a finite limit exactly for the half-step
offset `a = 1/2`. -/
theorem scaledError_converges_iff {a : ℝ} (ha : 0 < a) :
    (∃ L : ℝ, Tendsto (fun N : ℕ => scaledError a N) atTop (𝓝 L)) ↔ a = 1 / 2 := by
  constructor
  · rintro ⟨L, hL⟩
    by_contra hne
    have hne' : a - 1 / 2 ≠ 0 := sub_ne_zero.mpr hne
    -- a finite limit would force `ln N` to converge
    have hd := (hL.sub (scaledError_asymptotics ha)).const_mul (a - 1 / 2)⁻¹
    have hlog : Tendsto (fun N : ℕ => Real.log (N : ℝ)) atTop (𝓝 _) :=
      hd.congr fun N => by
        rw [sub_sub_cancel, inv_mul_cancel_left₀ hne']
    exact not_tendsto_nhds_of_tendsto_atTop
      (Real.tendsto_log_atTop.comp tendsto_natCast_atTop_atTop) _ hlog
  · rintro rfl
    exact ⟨_, half_step_shift_removes_log.2⟩

end

end PolymerExchangeMesh
```

```lean
#print axioms PolymerExchangeMesh.half_step_shift_removes_log
#print axioms PolymerExchangeMesh.scaledError_converges_iff
```

```
'PolymerExchangeMesh.half_step_shift_removes_log' depends on axioms: [propext, Classical.choice, Quot.sound]
'PolymerExchangeMesh.scaledError_converges_iff' depends on axioms: [propext, Classical.choice, Quot.sound]
```

## Where the logarithm comes from in a polymer

A system that is periodic in one direction and has a transverse extent $R$ can be modelled by the softened interaction $1/\sqrt{x^2+R^2}$ along the chain. Its Fourier transform is $2K_0(|q|R)$, with $K_0$ a modified Bessel function, and for small $|q|$ this behaves as $-2\ln(|q|R)$ plus a constant. A mesh mean reproduces an additive constant without error, and a prefactor only rescales the error. What remains of the singularity is therefore $v(q)=-\ln q$, with $q>0$ measured in units of the interval's length. This is `kernel`.

The mesh has an offset $a>0$ and the points $(j+a)/N$ with $j=0,\dots,N-1$. Offset $a=1$ gives the multiples of $1/N$, and $a=\tfrac12$ gives the midpoints of the $N$ cells. The mean of the kernel over these points is `meshAverage a N`, written here as $M_a(N)$. The quantity under study is `scaledError a N`,

$$E_a(N)=N\left(\int_0^1 v(q)\,dq-M_a(N)\right).$$

The error of the mean itself is $E_a(N)/N$. It vanishes as $N$ grows for every offset, and the question is whether it does so like $1/N$ or like $(\ln N)/N$.

## The derivation by hand

**The integral.** An antiderivative of $-\ln q$ is $q-q\ln q$. Between $\varepsilon>0$ and $1$ the integral is $1-\varepsilon+\varepsilon\ln\varepsilon$, which tends to $1$ as $\varepsilon\to0$.

**The mesh mean.** At a mesh point, $v\big((j+a)/N\big)=\ln N-\ln(j+a)$. Summing over $j$ and dividing by $N$ gives

$$M_a(N)=\ln N-\frac1N\sum_{j=0}^{N-1}\ln(j+a),$$

and so

$$E_a(N)=N+\sum_{j=0}^{N-1}\ln(j+a)-N\ln N.$$

**The unshifted mesh.** For $a=1$ the sum is $\ln N!$. Stirling's formula says that

$$r_N=\ln N!+N-N\ln N-\tfrac12\ln(2\pi N)\to0,$$

and therefore $E_1(N)-\tfrac12\ln(2\pi N)=r_N\to0$.

**A general offset.** Euler's sequence for the Gamma function is

$$G_N=\frac{N^a\,N!}{\prod_{j=0}^{N}(a+j)}\to\Gamma(a).$$

Its denominator has one factor more than the mesh has points. Taking logarithms and solving for the sum over the mesh gives

$$\sum_{j=0}^{N-1}\ln(j+a)=a\ln N+\ln N!-\ln(N+a)-\ln G_N.$$

Write $\ln(N+a)=\ln N+\ln(1+a/N)$, insert the sum into $E_a(N)$, and replace $\ln N!+N-N\ln N$ by $r_N+\tfrac12\ln(2\pi)+\tfrac12\ln N$. The result is

$$E_a(N)-\left(a-\tfrac12\right)\ln N=\tfrac12\ln(2\pi)+r_N-\ln\left(1+\frac aN\right)-\ln G_N.$$

The right-hand side tends to $\tfrac12\ln(2\pi)-\ln\Gamma(a)$.

**The half-step mesh.** For $a=\tfrac12$ the coefficient of $\ln N$ is zero. Since $\Gamma(\tfrac12)=\sqrt\pi$, the limit is $\tfrac12\ln(2\pi)-\tfrac12\ln\pi=\tfrac12\ln2$.

**The converse.** Suppose that $E_a(N)$ has a finite limit and $a\neq\tfrac12$. Then $(a-\tfrac12)\ln N$ is a difference of two convergent sequences. Dividing by $a-\tfrac12$ would make $\ln N$ converge, but it grows without bound.

The coefficient $a-\tfrac12$ also follows from a rough estimate. Moving every point from the centre of its cell by $(a-\tfrac12)/N$ changes the sum of the kernel values by about $(a-\tfrac12)/N$ times the sum of the slopes $-1/q$. That sum of slopes is about $-N\ln N$, so the sum of the kernel values falls by about $(a-\tfrac12)\ln N$ and the scaled error rises by as much.

## What the theorems say

`scaledError_asymptotics` is the general statement: for every real $a>0$, the sequence $E_a(N)-(a-\tfrac12)\ln N$ converges to $\tfrac12\ln(2\pi)-\ln\Gamma(a)$. The expression `Tendsto … atTop (𝓝 L)` means convergence to $L$ as the natural number $N$ goes to infinity. The hypothesis `0 < a` keeps every mesh point to the right of the singularity. Offsets above $1$ are allowed too, although the last mesh points then lie beyond the end of the interval.

`half_step_shift_removes_log` contains the two limits for $a=1$ and $a=\tfrac12$. `scaledError_converges_iff` says that, among positive offsets, $E_a(N)$ has a finite limit exactly when $a=\tfrac12$. The exact integral is part of the definition of `scaledError`, and its value $1$ is proved in `kernel_integral`.

The statements are about limits, so they give no bound on the remainder at a given $N$. They treat the bare logarithm on one side of the singularity. The orbital overlaps that multiply the kernel in a real exchange integral are replaced by a constant.

The one-sided interval matters for the converse. A uniform mesh on $[-1,1]$ with offset $0<a<1$ to the right of $q=0$ has offset $1-a$ to the left. Adding the asymptotic formulas for $a$ and $1-a$ cancels the two logarithms, so for the symmetric kernel $-\ln|q|$ the scaled error has a finite limit for any such offset. The half-step mesh is the case in which each side is free of the logarithm separately.

## One mesh point, and a hundred

With $N=1$ and $a=1$, the only point is $q=1$, where the kernel vanishes. The mean is $0$ and the scaled error is $1$, while $\tfrac12\ln(2\pi)\approx0.919$. With $N=1$ and $a=\tfrac12$, the mean is $\ln2\approx0.693$ and the scaled error is about $0.307$, compared with the limit $\tfrac12\ln2\approx0.347$. Two half-step points already give about $0.326$.

For $N=100$ the leading terms put the error of the mean at about $0.032$ on the unshifted mesh and $0.0035$ on the half-step mesh.

## The same choice in an exchange calculation

The exchange operator at a wavevector $k$ contains a sum over occupied orbitals at wavevectors $k'$, with the interaction taken at $q=k-k'$. If $k$ and $k'$ run over the same uniform mesh, the differences are whole multiples of the spacing, wherever that mesh is placed in the Brillouin zone. Shifting the common mesh therefore does not shift $q$. The term $k=k'$ falls on the singularity, and if it is left out, the remaining points on either side have $a=1$.

Half-step differences arise when the operator is evaluated at points $k$ midway between the points $k'$ at which the occupied orbitals are known. Evaluating the operator there takes the occupied orbitals at the points $k'$ only. To update those orbitals with half-step differences as well, one can keep orbitals on both of the interleaved meshes.

With a single mesh, the first limit supplies a correction for the model kernel: adding $\ln(2\pi N)/(2N)$ to the one-sided mean leaves an error that vanishes faster than $1/N$. For the symmetric kernel on $[-1,1]$ with $2N$ cells, this amounts to giving the omitted point $q=0$ the finite kernel value $\ln(2\pi N)$.

For exchange in one-dimensional periodic systems, the result is that of a model which keeps only the logarithmic singularity: it gives the leading dependence of the finite-mesh error on the placement of $q$, for one side of the singularity at a time.

## The proof in Lean

`kernel_integral` uses Mathlib's formula for the integral of the logarithm, and `norm_num` evaluates it at the end points.

`scaledError_eq` is the rewriting of $E_a(N)$ as a sum of logarithms. Its local statement `h` splits the logarithm of each quotient, which requires $j+a\neq0$ and $N\neq0$. The statement `hc` cancels the factor $N$ against the division in the mean.

`log_stirling` is $r_N\to0$. Mathlib knows that $N!/\big(\sqrt{2N}\,(N/e)^N\big)$ tends to $\sqrt\pi$. The proof takes the logarithm of this limit, subtracts $\ln\sqrt\pi$, and expands the logarithms until `ring` can match the two forms.

In `scaledError_asymptotics`, `hG` is the logarithm of Euler's limit and `hE` is $\ln(1+a/N)\to0$. The limit `h` combines them with `log_stirling` just as on the right-hand side of the formula for a general offset. The step `h.congr'` then reduces the theorem to an identity that has to hold for all sufficiently large $N$. The statement `hseq` expands $\ln G_N$, with `Finset.sum_range_succ` splitting off the extra factor $a+N$, and `hend` expands $\ln(1+a/N)$. After `scaledError_eq` is inserted, the identity is linear in the logarithms and `ring` closes it.

`half_step_shift_removes_log` specialises this theorem with $\Gamma(1)=1$ and $\Gamma(\tfrac12)=\sqrt\pi$. In the first part, `Real.log_mul` splits $\ln(2\pi N)$ into $\ln(2\pi)$ and $\ln N$, so that `ring` can match the two forms.

For `scaledError_converges_iff`, the forward direction assumes a limit `L` and $a\neq\tfrac12$. The statement `hd` subtracts the two convergent sequences and multiplies by $(a-\tfrac12)^{-1}$, and `hlog` recognises the result as $\ln N$. This contradicts its divergence. The reverse direction is the second limit of the preceding theorem.
